# A two-site state vector is unchanged by exchange of the sites exactly when its two amplitudes are equal

The declaration `swap_invariant_iff` concerns a vector of two complex amplitudes, one for each site, and the two-element group whose nontrivial element exchanges the sites. It says that both group elements leave the vector exactly as it is, with no change of phase allowed, if and only if `v 0 = v 1`. The vector need not be normalised and may be zero, and no Hamiltonian enters. In one direction the attempt reads the equality off one component of the invariance equation for the exchange; in the other it checks the identity and the exchange in turn. Both directions use a local equation `hs`, which gives the matrix of the exchange.

The first attempt, which Lean rejects:

```lean
import Mathlib

open Matrix

namespace SwapInvariantIff

noncomputable section

variable {n G : Type*} [Fintype n] [DecidableEq n] [Group G]

/-- A vector is invariant if every symmetry operation leaves it unchanged. -/
def Invariant (U : G →* Matrix n n ℂ) (x : n → ℂ) : Prop :=
  ∀ g, U g *ᵥ x = x

/-- The two-element group acting on two sites by exchanging them. -/
def swapRep : ℤˣ →* Matrix (Fin 2) (Fin 2) ℂ where
  toFun u := if u = 1 then 1 else !![0, 1; 1, 0]
  map_one' := if_pos rfl
  map_mul' a b := by
    have h : (-1 : ℤˣ) ≠ 1 := by decide
    rcases Int.units_eq_one_or a with rfl | rfl <;>
      rcases Int.units_eq_one_or b with rfl | rfl <;> simp [h, Matrix.one_fin_two]

/-- The nontrivial group element is represented by the exchange matrix. -/
theorem swapRep_neg_one : swapRep (-1) = !![0, 1; 1, 0] := by
  have h : (-1 : ℤˣ) ≠ 1 := by decide
  simp [swapRep, h]

/-- A two-site vector is invariant under site exchange exactly when its two amplitudes
agree. -/
theorem swap_invariant_iff (v : Fin 2 → ℂ) : Invariant swapRep v ↔ v 0 = v 1 := by
  have hs : swapRep (-1) = !![0, 1; 1, 0] := if_neg (by decide)
  constructor
  · intro h
    have h1 := congrFun (h (-1)) 1
    rw [hs] at h1
    simpa [Matrix.mulVec, dotProduct, Fin.sum_univ_two] using h1
  · intro h g
    rcases Int.units_eq_one_or g with rfl | rfl
    · rw [map_one, Matrix.one_mulVec]
    · rw [hs]
      ext i
      fin_cases i <;> simp [Matrix.mulVec, dotProduct, Fin.sum_univ_two, h]

end

end SwapInvariantIff
```

Messages:

```
Main.lean:32:45: error: Type mismatch
  if_neg ?m.51
has type
  (if ?m.49 then ?m.53 else ?m.54) = ?m.54
but is expected to have type
  swapRep (-1) = !![0, 1; 1, 0]
Main.lean:32:56: error: Expected type must not contain metavariables
  ¬?m.49
```

Cause. Both errors come from the line that proves `hs` by `if_neg (by decide)`. The term `if_neg` proves an equation whose left side is an `if … then … else …`, but the left side here is written `swapRep (-1)`. There is an `if` inside the definition of `swapRep`, yet Lean did not match the two forms, and so it reports a type mismatch. The messages don't show at which step the matching stopped.

The second error goes with the first. The condition of the `if` was never found and stayed as the placeholder `?m.49`, so `decide` was asked to prove `¬?m.49`, and it can't work on a proposition that still has an unknown in it.

The repair deletes `hs` and rewrites with `swapRep_neg_one` in the two places where `hs` was used. That earlier theorem states the same equation, and its proof gives `simp` the definition of `swapRep` to unfold, together with the fact that `-1 ≠ 1`, which settles the condition. The rest of the proof is unchanged.

As a diff, the version that Lean accepts:

```diff
@@ -30,14 +30,13 @@
 agree. -/
 theorem swap_invariant_iff (v : Fin 2 → ℂ) : Invariant swapRep v ↔ v 0 = v 1 := by
-  have hs : swapRep (-1) = !![0, 1; 1, 0] := if_neg (by decide)
   constructor
   · intro h
     have h1 := congrFun (h (-1)) 1
-    rw [hs] at h1
+    rw [swapRep_neg_one] at h1
     simpa [Matrix.mulVec, dotProduct, Fin.sum_univ_two] using h1
   · intro h g
     rcases Int.units_eq_one_or g with rfl | rfl
     · rw [map_one, Matrix.one_mulVec]
-    · rw [hs]
+    · rw [swapRep_neg_one]
       ext i
       fin_cases i <;> simp [Matrix.mulVec, dotProduct, Fin.sum_univ_two, h]
```
